# Plaquettes and two loop holonomies fix a commutative link field on a torus up to gauge

A diagonalisation routine returns the Bloch states \(|u_k\rangle\) of an isolated band on a periodic mesh of \(k\) points, each with an arbitrary phase. The overlaps between neighbouring states, normalised to modulus one, are the link variables from which Berry phases and Chern numbers are computed. Two calculations, possibly for different Hamiltonians, give two sets of links. Which numbers can be compared to decide whether the sets differ only by phases at the mesh points?

Let the mesh have \(N\times M\) sites \((i,j)\), with \(N,M\ge 1\) and indices taken modulo \(N\) and \(M\). The links take values in a commutative group \(G\). For one band \(G=U(1)\); the matrix-valued links of several mixed bands do not commute in general and need a different treatment.

```lean
import Mathlib

namespace TorusGaugeClasses
```

A link field \(U\) consists of \(U^x_{ij}\), on the link from \((i,j)\) to \((i+1,j)\), and \(U^y_{ij}\), on the link from \((i,j)\) to \((i,j+1)\). In Lean these are `U.x i j` and `U.y i j`, and `ZMod` supplies the periodic indices. The values are arbitrary elements of \(G\). Obtaining them from Bloch states, which requires nonzero overlaps and a consistent identification of states across the zone boundary, is the step that the hypotheses leave to the user.

```lean
/-- A link field on the periodic `N × M` lattice: one element of `G` on each link
in the x direction and on each link in the y direction. -/
structure Links (N M : ℕ) (G : Type*) where
  x : ZMod N → ZMod M → G
  y : ZMod N → ZMod M → G
```

Rephasing the states by \(|u_k\rangle\mapsto|u_k\rangle\,g(k)\) changes each link by the inverse of \(g\) at its start and by \(g\) at its end. The result is written \(U^g\), in Lean `U.gauge g`.

```lean
variable {N M : ℕ} {G : Type*} [CommGroup G]

/-- The site gauge transformation `U_a(k) ↦ g(k)⁻¹ U_a(k) g(k + a)`. -/
def Links.gauge (U : Links N M G) (g : ZMod N → ZMod M → G) : Links N M G where
  x i j := (g i j)⁻¹ * (U.x i j * g (i + 1) j)
  y i j := (g i j)⁻¹ * (U.y i j * g i (j + 1))
```

The plaquette \(P_{ij}(U)\) is the lattice Berry flux through a cell, as a group element and not as an angle:
\[
P_{ij}(U)=\frac{U^x_{ij}\,U^y_{i+1,j}}{U^y_{ij}\,U^x_{i,j+1}} .
\]

```lean
/-- The plaquette at `(i, j)`: the path "first x, then y" divided by the path
"first y, then x". -/
def Links.plaquette (U : Links N M G) (i : ZMod N) (j : ZMod M) : G :=
  U.x i j * U.y (i + 1) j / (U.y i j * U.x i (j + 1))
```

The holonomies of the straight loops are \(X_j(U)=\prod_i U^x_{ij}\) in row \(j\) and \(Y_i(U)=\prod_j U^y_{ij}\) in column \(i\). For a band their arguments are Berry phases, up to the sign convention.

```lean
/-- The holonomy of the straight closed loop along x in row `j`. -/
def Links.loopX [NeZero N] (U : Links N M G) (j : ZMod M) : G := ∏ i, U.x i j

/-- The holonomy of the straight closed loop along y in column `i`. -/
def Links.loopY [NeZero M] (U : Links N M G) (i : ZMod N) : G := ∏ j, U.y i j
```

Two fields are compared through their link-by-link quotient \(V/U\).

```lean
/-- The link-by-link quotient `V / U` of two link fields. -/
def Links.ratio (V U : Links N M G) : Links N M G where
  x i j := V.x i j / U.x i j
  y i j := V.y i j / U.y i j
```

## (a) Plaquettes under rephasing

Show that \(P_{ij}(U^g)=P_{ij}(U)\).

**Solution.** In the numerator the factors at the intermediate corner cancel:
\[
g_{ij}^{-1}U^x_{ij}g_{i+1,j}\;g_{i+1,j}^{-1}U^y_{i+1,j}g_{i+1,j+1}
=g_{ij}^{-1}\,U^x_{ij}U^y_{i+1,j}\,g_{i+1,j+1}.
\]
The denominator acquires the same two end factors, so they drop out of the quotient. In Lean, `simp` cancels the intermediate factors, and `ac_rfl` reorders the rest after cross-multiplication.

```lean
/-- Plaquettes are gauge invariant. -/
theorem plaquette_gauge (U : Links N M G) (g : ZMod N → ZMod M → G)
    (i : ZMod N) (j : ZMod M) : (U.gauge g).plaquette i j = U.plaquette i j := by
  simp only [Links.plaquette, Links.gauge, mul_assoc, mul_inv_cancel_left]
  rw [div_eq_div_iff_mul_eq_mul]
  ac_rfl
```

## (b) Plaquettes of a quotient field

Show that \(P_{ij}(V/U)=P_{ij}(V)/P_{ij}(U)\).

**Solution.** Each of the four links in the plaquette is a quotient. Since \(G\) is commutative, all factors from \(V\) can be collected in one plaquette and all factors from \(U\) in another. The identity `key` is this regrouping for eight arbitrary group elements.

```lean
private lemma plaquette_ratio (V U : Links N M G) (i : ZMod N) (j : ZMod M) :
    (V.ratio U).plaquette i j = V.plaquette i j / U.plaquette i j := by
  have key : ∀ a b c d a' b' c' d' : G, a / a' * (b / b') / (c / c' * (d / d'))
      = a * b / (c * d) / (a' * b' / (c' * d')) := by
    intro a b c d a' b' c' d'
    rw [← mul_div_mul_comm, ← mul_div_mul_comm, div_div_div_comm]
  exact key _ _ _ _ _ _ _ _
```

## (c) Shifting a product around a ring

For \(f\) on a ring of \(N\) sites, show that \(\prod_i f(i+1)=\prod_i f(i)\).

**Solution.** The map \(i\mapsto i+1\) permutes the sites, so both products have the same factors. The condition `NeZero` excludes size 0, for which `ZMod` would be the infinite set of integers.

```lean
variable [NeZero N] [NeZero M]

private lemma prod_shift (f : ZMod N → G) : ∏ i, f (i + 1) = ∏ i, f i :=
  Equiv.prod_comp (Equiv.addRight (1 : ZMod N)) f
```

## (d) Induction around a ring

Let a property \(\mathcal P\) satisfy \(\mathcal P(0)\) and \(\mathcal P(i)\Rightarrow\mathcal P(i+1)\). Show that \(\mathcal P(i)\) holds at every site.

**Solution.** Ordinary induction gives \(\mathcal P\) at the residue of every natural number. Each site \(i\) is the residue of its representative in \(\{0,\dots,N-1\}\), which Lean calls `i.val`.

```lean
private lemma cyclic_induction {P : ZMod N → Prop} (h0 : P 0)
    (hs : ∀ i, P i → P (i + 1)) (i : ZMod N) : P i := by
  have h : ∀ n : ℕ, P (n : ZMod N) := by
    intro n
    induction n with
    | zero => simpa using h0
    | succ n ih =>
      push_cast
      exact hs _ ih
  have hi := h i.val
  rwa [ZMod.natCast_zmod_val] at hi
```

## (e) Loops under rephasing

Show that \(X_j(U^g)=X_j(U)\) and \(Y_i(U^g)=Y_i(U)\) for every row and column.

**Solution.** Split the product and apply (c) to the shifted factor:
\[
\prod_i g_{ij}^{-1}U^x_{ij}g_{i+1,j}
=\Big(\prod_i g_{ij}\Big)^{-1}X_j(U)\prod_i g_{i+1,j}=X_j(U).
\]
The columns work in the same way. The shift is `hs`, and `key` is the final cancellation.

```lean
/-- The straight loop holonomies along x and along y are gauge invariant, in every row
and every column. -/
theorem loops_gauge (U : Links N M G) (g : ZMod N → ZMod M → G) :
    (∀ j, (U.gauge g).loopX j = U.loopX j) ∧ ∀ i, (U.gauge g).loopY i = U.loopY i := by
  have key : ∀ p l : G, p⁻¹ * (l * p) = l := fun p l => by
    rw [mul_comm l, inv_mul_cancel_left]
  constructor
  · intro j
    have hs : ∏ i, g (i + 1) j = ∏ i, g i j := prod_shift (fun i => g i j)
    simp only [Links.loopX, Links.gauge, Finset.prod_mul_distrib,
      Finset.prod_inv_distrib, hs, key]
  · intro i
    have hs : ∏ j, g i (j + 1) = ∏ j, g i j := prod_shift (g i)
    simp only [Links.loopY, Links.gauge, Finset.prod_mul_distrib,
      Finset.prod_inv_distrib, hs, key]
```

## (f) Flux between two columns

Show that
\[
\frac{Y_{i+1}(U)}{Y_i(U)}=\prod_j P_{ij}(U).
\]

**Solution.** Multiplying the plaquettes of the strip gives
\[
\prod_j P_{ij}(U)=\frac{\prod_j U^x_{ij}\;\,Y_{i+1}(U)}{Y_i(U)\,\prod_j U^x_{i,j+1}},
\]
and by (c) the two products of x links are equal. For a single band on a finite mesh, the Berry phase along y thus changes from column to column by the flux through the strip, modulo \(2\pi\).

```lean
omit [NeZero N] in
/-- From one column to the next, the y holonomy changes by the product of the plaquettes
between the two columns. -/
theorem loopY_flow (U : Links N M G) (i : ZMod N) :
    U.loopY (i + 1) / U.loopY i = ∏ j, U.plaquette i j := by
  have hs : ∏ j, U.x i (j + 1) = ∏ j, U.x i j := prod_shift (U.x i)
  -- the x links between the two columns cancel
  have key : ∀ a b c : G, b / c = a * b / (c * a) := by
    intro a b c
    rw [div_eq_div_iff_mul_eq_mul, mul_comm c a, ← mul_assoc, mul_comm b a]
  simp only [Links.loopY, Links.plaquette, Finset.prod_div_distrib,
    Finset.prod_mul_distrib, hs]
  exact key _ _ _
```

## (g) Columns of a flat field

Let all plaquettes of \(W\) be 1. Show that \(Y_i(W)=Y_0(W)\) for every \(i\).

**Solution.** By (f), \(Y_{i+1}(W)/Y_i(W)=1\). Starting from column 0, (d) carries the equality to every column.

```lean
private lemma loopY_of_flat (W : Links N M G) (hF : ∀ i j, W.plaquette i j = 1) :
    ∀ i, W.loopY i = W.loopY 0 := by
  refine cyclic_induction rfl fun i ih => ?_
  have h := loopY_flow W i
  simp only [hF, Finset.prod_const_one] at h
  exact (div_eq_one.mp h).trans ih
```

## (h) A potential on a ring

Let \(a_i\) be links on a ring with \(\prod_i a_i=1\). Find \(p\) with
\[
p_0=1,\qquad p_{i+1}=p_i\,a_i .
\]

**Solution.** Let \(n(i)\in\{0,\dots,N-1\}\) represent \(i\), and set \(p_i=\prod_{m=0}^{n(i)-1}a_m\), with the empty product equal to 1. If \(n(i)+1<N\), the next site has one more factor, as required. If \(n(i)+1=N\), then \(i+1=0\), and \(p_i a_i\) is the product around the whole ring, which is \(1=p_0\). The Lean proof makes the same case split with `rcases`; `hcyc` identifies the product over the ring with the product over \(0,\dots,N-1\).

```lean
/-- On a ring of `N` sites, links whose product around the ring is 1 are the steps of a
site potential that equals 1 at the origin. -/
theorem exists_potential (a : ZMod N → G) (ha : ∏ i, a i = 1) :
    ∃ p : ZMod N → G, p 0 = 1 ∧ ∀ i, p (i + 1) = p i * a i := by
  have hcyc : ∏ i, a i = ∏ m ∈ Finset.range N, a (m : ZMod N) :=
    Finset.prod_nbij' (fun i : ZMod N => i.val) (fun m : ℕ => (m : ZMod N))
      (fun i _ => Finset.mem_range.2 (ZMod.val_lt i)) (fun _ _ => Finset.mem_univ _)
      (fun i _ => ZMod.natCast_zmod_val i)
      (fun m hm => ZMod.val_natCast_of_lt (Finset.mem_range.1 hm))
      (fun i _ => by rw [ZMod.natCast_zmod_val])
  refine ⟨fun i => ∏ m ∈ Finset.range i.val, a (m : ZMod N), by simp, fun i => ?_⟩
  have hi : i + 1 = ((i.val + 1 : ℕ) : ZMod N) := by
    rw [Nat.cast_add, ZMod.natCast_zmod_val, Nat.cast_one]
  have hp : (∏ m ∈ Finset.range i.val, a (m : ZMod N)) * a i
      = ∏ m ∈ Finset.range (i.val + 1), a (m : ZMod N) := by
    rw [Finset.prod_range_succ, ZMod.natCast_zmod_val]
  beta_reduce
  rw [hp]
  rcases Nat.lt_or_ge (i.val + 1) N with h | h
  · rw [hi, ZMod.val_natCast_of_lt h]
  · -- the step that closes the ring uses the trivial holonomy
    have hN : i.val + 1 = N := le_antisymm (ZMod.val_lt i) h
    rw [hi, hN, ZMod.natCast_self, ZMod.val_zero, Finset.prod_range_zero, ← hcyc, ha]
```

## (i) A potential on the torus

Let all plaquettes of \(W\) be 1, and let \(X_0(W)=Y_0(W)=1\). Find a site field \(g\) with
\[
g_{i+1,j}=g_{ij}W^x_{ij},\qquad g_{i,j+1}=g_{ij}W^y_{ij}.
\]

**Solution.** Apply (h) to row 0 to obtain \(p_i\). By (g) every column has holonomy 1, so (h) also gives \(q_{ij}\) with \(q_{i0}=1\) and \(q_{i,j+1}=q_{ij}W^y_{ij}\). Set \(g_{ij}=p_iq_{ij}\). The y relation is immediate, and the x relation holds in row 0. If it holds in row \(j\), then
\[
\begin{aligned}
g_{i+1,j+1}&=g_{i+1,j}W^y_{i+1,j}=g_{ij}W^x_{ij}W^y_{i+1,j}\\
&=g_{ij}W^y_{ij}W^x_{i,j+1}=g_{i,j+1}W^x_{i,j+1},
\end{aligned}
\]
where the third equality is flatness. By (d) it holds in every row. The `calc` block contains this chain.

```lean
/-- If all plaquettes are 1 and both straight loops through the origin have holonomy 1,
the links are the steps of a single site field `g`. -/
theorem potential_of_flat (W : Links N M G) (hF : ∀ i j, W.plaquette i j = 1)
    (hX : W.loopX 0 = 1) (hY : W.loopY 0 = 1) :
    ∃ g : ZMod N → ZMod M → G, (∀ i j, g (i + 1) j = g i j * W.x i j) ∧
      ∀ i j, g i (j + 1) = g i j * W.y i j := by
  -- integrate along the row through the origin, then up every column
  obtain ⟨p, -, hp⟩ := exists_potential (fun i => W.x i 0) hX
  have hcol : ∀ i, ∏ j, W.y i j = 1 := fun i => (loopY_of_flat W hF i).trans hY
  choose q hq0 hq using fun i => exists_potential (W.y i) (hcol i)
  refine ⟨fun i j => p i * q i j, fun i j => ?_, fun i j => ?_⟩
  · -- flatness carries the x relation from row j to row j + 1
    refine cyclic_induction
      (P := fun j => p (i + 1) * q (i + 1) j = p i * q i j * W.x i j) ?_ ?_ j
    · simp only [hq0, hp, mul_one]
    · intro j ih
      beta_reduce at ih ⊢
      have hf : W.x i j * W.y (i + 1) j = W.y i j * W.x i (j + 1) :=
        div_eq_one.mp (hF i j)
      calc p (i + 1) * q (i + 1) (j + 1)
          = p (i + 1) * q (i + 1) j * W.y (i + 1) j := by rw [hq, mul_assoc]
        _ = p i * q i j * (W.x i j * W.y (i + 1) j) := by rw [ih, mul_assoc]
        _ = p i * q i (j + 1) * W.x i (j + 1) := by
          rw [hf, hq]
          simp only [mul_assoc]
  · simp only [hq, mul_assoc]
```

## (j) The criterion for gauge equivalence

Show that \(V=U^g\) for some \(g\) if and only if
\[
P_{ij}(V)=P_{ij}(U)\ \text{for all } i,j,\qquad X_0(V)=X_0(U),\qquad Y_0(V)=Y_0(U).
\]

**Solution.** If \(V=U^g\), use (a) and (e). Conversely, let \(W=V/U\). Its plaquettes are 1 by (b), and its two loops through the origin are 1 because products of quotients are quotients of products. With \(g\) from (i),
\[
g_{ij}^{-1}U^x_{ij}g_{i+1,j}=U^x_{ij}W^x_{ij}=V^x_{ij},
\]
and likewise for y. In Lean, `key` is this last computation.

Equal plaquettes alone do not suffice. If \(U\) is 1 on every link and \(V\) differs from it only by \(V^x_{ij}=z\) for all \(i,j\), with \(z^N\ne1\), the plaquettes and the y loops agree, but \(X_0(V)=z^N\). For a single band on a finite mesh, two link fields can therefore have the same lattice Chern number and different Berry phases.

```lean
/-- Two link fields are related by a site gauge transformation exactly when all plaquettes
agree and the two straight loop holonomies through the origin agree. -/
theorem gauge_related_iff (U V : Links N M G) :
    (∃ g, V = U.gauge g) ↔ (∀ i j, V.plaquette i j = U.plaquette i j) ∧
      V.loopX 0 = U.loopX 0 ∧ V.loopY 0 = U.loopY 0 := by
  constructor
  · rintro ⟨g, rfl⟩
    exact ⟨plaquette_gauge U g, (loops_gauge U g).1 0, (loops_gauge U g).2 0⟩
  · rintro ⟨hF, hX, hY⟩
    -- the quotient field V / U is flat with trivial loops
    obtain ⟨g, hgx, hgy⟩ := potential_of_flat (V.ratio U)
      (fun i j => by rw [plaquette_ratio, hF, div_self'])
      (by
        simp only [Links.loopX, Links.ratio, Finset.prod_div_distrib]
        exact div_eq_one.mpr hX)
      (by
        simp only [Links.loopY, Links.ratio, Finset.prod_div_distrib]
        exact div_eq_one.mpr hY)
    have key : ∀ a u v : G, v = a⁻¹ * (u * (a * (v / u))) := fun a u v => by
      rw [mul_left_comm u a, inv_mul_cancel_left, div_eq_mul_inv, mul_comm v,
        mul_inv_cancel_left]
    refine ⟨g, ?_⟩
    cases V
    simp only [Links.gauge, Links.mk.injEq]
    constructor
    · funext i j
      rw [hgx]
      exact key _ _ _
    · funext i j
      rw [hgy]
      exact key _ _ _
```

## (k) The remaining freedom

Let \(U^g=U^h\). Show that there is one \(c\in G\) with \(h_{ij}=c\,g_{ij}\) at all sites.

**Solution.** Equality of the x links gives \(g_{ij}^{-1}g_{i+1,j}=h_{ij}^{-1}h_{i+1,j}\), so \(r_{ij}=h_{ij}/g_{ij}\) satisfies \(r_{i+1,j}=r_{ij}\). The y links give \(r_{i,j+1}=r_{ij}\). By (d), \(r\) is constant along row 0 and then up each column, so \(c=r_{00}\). These are the steps `hx`, `hy`, `h0` and `hall`.

```lean
/-- Two gauge transformations that act identically on a link field differ by one global
constant. -/
theorem gauge_unique (U : Links N M G) (g h : ZMod N → ZMod M → G)
    (e : U.gauge g = U.gauge h) : ∃ c : G, ∀ i j, h i j = c * g i j := by
    have key : ∀ a b c d u : G, a⁻¹ * (u * b) = c⁻¹ * (u * d) → d / b = c / a := by
      intro a b c d u e
      have e' : a⁻¹ * b = c⁻¹ * d := by
        apply mul_left_cancel (a := u)
        rw [mul_left_comm u, e, mul_left_comm u]
      have hd : d = c * (a⁻¹ * b) := by rw [e', mul_inv_cancel_left]
      rw [hd, div_eq_div_iff_mul_eq_mul, mul_assoc, mul_comm a⁻¹ b, mul_assoc,
        inv_mul_cancel, mul_one]
    -- the quotient h / g does not change along any link
    have hx : ∀ i j, h (i + 1) j / g (i + 1) j = h i j / g i j := fun i j =>
      key _ _ _ _ (U.x i j) (congrFun (congrFun (congrArg Links.x e) i) j)
    have hy : ∀ i j, h i (j + 1) / g i (j + 1) = h i j / g i j := fun i j =>
      key _ _ _ _ (U.y i j) (congrFun (congrFun (congrArg Links.y e) i) j)
    have h0 : ∀ i, h i 0 / g i 0 = h 0 0 / g 0 0 :=
      cyclic_induction rfl fun i ih => (hx i 0).trans ih
    have hall : ∀ i j, h i j / g i j = h 0 0 / g 0 0 := fun i =>
      cyclic_induction (h0 i) fun j ih => (hy i j).trans ih
    exact ⟨h 0 0 / g 0 0, fun i j => div_eq_iff_eq_mul.mp (hall i j)⟩


end TorusGaugeClasses
```

```lean
#print axioms TorusGaugeClasses.gauge_related_iff
-- 'TorusGaugeClasses.gauge_related_iff' depends on axioms: [propext, Classical.choice, Quot.sound]
#print axioms TorusGaugeClasses.gauge_unique
-- 'TorusGaugeClasses.gauge_unique' depends on axioms: [propext, Quot.sound]
```
